# The lower level of a coupled real two-state Hamiltonian bounds its energy expectation values from below

Take a two-state Hamiltonian with diagonal energies 0 and `d` and a real, nonzero coupling `b`; its lower eigenvalue is E = (d − √(d² + 4b²))/2, written `monomerEnergy d b`. The lemma `monomer_form` states that E(x² + y²) ≤ 2bxy + dy² for all real amplitudes x and y. The vector (x, y) need not be normalised; when it is nonzero, dividing by x² + y² says that its normalised energy expectation value is at least E. The proof first shows that E is negative, then multiplies the difference of the two sides by −E and tries to reduce the result to the square (−Ex + by)² by means of the eigenvalue equation E(E − d) = b², which is `monomer_root`. Cancelling the positive factor −E then gives the bound.

This version doesn't compile in Lean 4 with Mathlib:

```lean
import Mathlib

open Matrix
open scoped Kronecker

namespace TruncatedCIDimer

noncomputable section

/-- The energy `(d - √(d² + 4b²)) / 2` of one fragment. -/
def monomerEnergy (d b : ℝ) : ℝ := (d - √(d ^ 2 + 4 * b ^ 2)) / 2

private lemma monomer_root (d b : ℝ) :
    monomerEnergy d b * (monomerEnergy d b - d) = b ^ 2 := by
  have h := Real.sq_sqrt (show 0 ≤ d ^ 2 + 4 * b ^ 2 by positivity)
  unfold monomerEnergy
  linear_combination h / 4

private lemma monomer_form (d : ℝ) {b : ℝ} (hb : b ≠ 0) (x y : ℝ) :
    monomerEnergy d b * (x ^ 2 + y ^ 2) ≤ 2 * b * x * y + d * y ^ 2 := by
  have hb2 : 0 < b ^ 2 := by positivity
  have hE : monomerEnergy d b < 0 := by
    have h : d < √(d ^ 2 + 4 * b ^ 2) := Real.lt_sqrt_of_sq_lt (by linarith)
    unfold monomerEnergy
    linarith
  -- the shifted form, multiplied by `-E`, is a perfect square
  have key : 0 ≤ (-monomerEnergy d b) *
      (2 * b * x * y + d * y ^ 2 - monomerEnergy d b * (x ^ 2 + y ^ 2)) := by
    have h := sq_nonneg (-monomerEnergy d b * x + b * y)
    linear_combination h + y ^ 2 * monomer_root d b
  have := (mul_nonneg_iff_of_pos_left (neg_pos.mpr hE)).1 key
  linarith

end

end TruncatedCIDimer
```

Messages:

```
Main.lean:30:4: error: ring failed, ring expressions not equal up to an additive constant
d b : ℝ
hb : b ≠ 0
x y : ℝ
hb2 : 0 < b ^ 2
hE : monomerEnergy d b < 0
h : 0 ≤ (-monomerEnergy d b * x + b * y) ^ 2
⊢ monomerEnergy d b * y ^ 2 * d * 2 - monomerEnergy d b ^ 2 * y ^ 2 * 2 + b ^ 2 * y ^ 2 * 2 ≤ 0
```

What went wrong. The error is a wrong sign in the `linear_combination` that proves `key`. Expanded, the right-hand side of `key` is (−Ex + by)² + y²(E(E − d) − b²). The hypothesis `h` says that the square is nonnegative, and `monomer_root` says that the remaining bracket is zero.

For an inequality, `linear_combination` moves everything to one side, in the goal and in the combined hypotheses alike, and subtracts the second from the first. Here the goal contributes −y²(E(E − d) − b²), so the equation must be taken with a minus sign to cancel it. Adding `y ^ 2 * monomer_root d b` doubles the term instead, which leaves the 2Edy² − 2E²y² + 2b²y² ≤ 0 of the message.

That leftover is in fact zero, by `monomer_root` itself, but the closing `ring` step uses only algebraic identities and does not know the equation. Changing `+` to `-` makes the terms cancel identically.

Lean accepts the file once it reads:

```diff
@@ -28,5 +28,5 @@
       (2 * b * x * y + d * y ^ 2 - monomerEnergy d b * (x ^ 2 + y ^ 2)) := by
     have h := sq_nonneg (-monomerEnergy d b * x + b * y)
-    linear_combination h + y ^ 2 * monomer_root d b
+    linear_combination h - y ^ 2 * monomer_root d b
   have := (mul_nonneg_iff_of_pos_left (neg_pos.mpr hE)).1 key
   linarith
```
